# The exchange energy of a non-collinear density splits into charge and magnetisation terms and is invariant under orthogonal mixing of the magnetisation

Let a complex-linear exchange map $K$ on the spatial matrices of a finite basis act in the same way on every spin block. A density matrix $\tfrac12\big(1\otimes T+\sum_k\sigma_k\otimes M_k\big)$, with charge matrix $T$, magnetisation matrices $M_0,M_1,M_2$ and the Pauli matrices $\sigma_k$ for $x,y,z$, then has exchange energy $-\tfrac14\big(\mathrm{tr}\,T K(T)+\sum_k \mathrm{tr}\,M_kK(M_k)\big)$. This energy does not change when a real orthogonal $3\times3$ matrix mixes the $M_k$ at fixed $T$.

```lean
import Mathlib

open Matrix

namespace NoncollinearExchange

noncomputable section

variable {n : Type*} [Fintype n]

/-- The four spin blocks of a generalised Hartree-Fock density matrix, built from the charge
matrix `T` and the magnetisation matrices `M 0, M 1, M 2` (the x, y and z components). -/
def spinBlocks (T : Matrix n n ℂ) (M : Fin 3 → Matrix n n ℂ) :
    Fin 2 → Fin 2 → Matrix n n ℂ :=
  ![![(1 / 2 : ℂ) • (T + M 2), (1 / 2 : ℂ) • (M 0 - Complex.I • M 1)],
    ![(1 / 2 : ℂ) • (M 0 + Complex.I • M 1), (1 / 2 : ℂ) • (T - M 2)]]

/-- The exchange energy of a density matrix with spin blocks `D σ τ`, for a linear exchange
map `K` on spatial matrices. -/
def exchangeEnergy (K : Matrix n n ℂ →ₗ[ℂ] Matrix n n ℂ)
    (D : Fin 2 → Fin 2 → Matrix n n ℂ) : ℂ :=
  -(1 / 2) * ∑ σ, ∑ τ, trace (D σ τ * K (D τ σ))

/-- The magnetisation matrices after their three components are mixed by a real matrix `R`. -/
def mix (R : Matrix (Fin 3) (Fin 3) ℝ) (M : Fin 3 → Matrix n n ℂ) :
    Fin 3 → Matrix n n ℂ :=
  fun k => ∑ j, (R k j : ℂ) • M j

omit [Fintype n] in
/-- Any four spin blocks are recovered from their charge matrix and their three
magnetisation matrices. -/
theorem spinBlocks_of_blocks (D : Fin 2 → Fin 2 → Matrix n n ℂ) :
    spinBlocks (D 0 0 + D 1 1)
      ![D 0 1 + D 1 0, Complex.I • (D 0 1 - D 1 0), D 0 0 - D 1 1] = D := by
  have h00 : (1 / 2 : ℂ) • ((D 0 0 + D 1 1) + (D 0 0 - D 1 1)) = D 0 0 := by module
  have h01 : (1 / 2 : ℂ) • ((D 0 1 + D 1 0) - Complex.I • (Complex.I • (D 0 1 - D 1 0)))
      = D 0 1 := by
    rw [smul_smul, Complex.I_mul_I]; module
  have h10 : (1 / 2 : ℂ) • ((D 0 1 + D 1 0) + Complex.I • (Complex.I • (D 0 1 - D 1 0)))
      = D 1 0 := by
    rw [smul_smul, Complex.I_mul_I]; module
  have h11 : (1 / 2 : ℂ) • ((D 0 0 + D 1 1) - (D 0 0 - D 1 1)) = D 1 1 := by module
  funext σ τ
  fin_cases σ <;> fin_cases τ
  exacts [h00, h01, h10, h11]

/-- The exchange energy is a sum of one charge term and three magnetisation terms, with no
coupling between different components. -/
theorem exchangeEnergy_spinBlocks (K : Matrix n n ℂ →ₗ[ℂ] Matrix n n ℂ)
    (T : Matrix n n ℂ) (M : Fin 3 → Matrix n n ℂ) :
    exchangeEnergy K (spinBlocks T M)
      = -(trace (T * K T) + ∑ k, trace (M k * K (M k))) / 4 := by
  have e00 : spinBlocks T M 0 0 = (1 / 2 : ℂ) • (T + M 2) := rfl
  have e01 : spinBlocks T M 0 1 = (1 / 2 : ℂ) • (M 0 - Complex.I • M 1) := rfl
  have e10 : spinBlocks T M 1 0 = (1 / 2 : ℂ) • (M 0 + Complex.I • M 1) := rfl
  have e11 : spinBlocks T M 1 1 = (1 / 2 : ℂ) • (T - M 2) := rfl
  simp only [exchangeEnergy, Fin.sum_univ_two, Fin.sum_univ_three, e00, e01, e10, e11,
    map_smul, map_add, map_sub, Matrix.smul_mul, Matrix.mul_smul, Matrix.add_mul,
    Matrix.mul_add, Matrix.sub_mul, Matrix.mul_sub, trace_add, trace_sub, trace_smul,
    smul_eq_mul]
  -- the mixed x-y terms cancel between the two spin-flip blocks; only i² = -1 is left
  linear_combination (1 / 4) * trace (M 1 * K (M 1)) * Complex.I_sq

/-- The exchange form of a linear combination of the magnetisation matrices, expanded in
pairs of components. -/
theorem trace_exchange_combination (K : Matrix n n ℂ →ₗ[ℂ] Matrix n n ℂ)
    (M : Fin 3 → Matrix n n ℂ) (c : Fin 3 → ℂ) :
    trace ((∑ j, c j • M j) * K (∑ j, c j • M j))
      = ∑ j, ∑ l, c j * c l * trace (M j * K (M l)) := by
  simp only [Fin.sum_univ_three, map_smul, map_add, Matrix.smul_mul, Matrix.mul_smul,
    Matrix.add_mul, Matrix.mul_add, trace_add, trace_smul, smul_eq_mul]
  ring

/-- The non-collinear exchange energy is invariant under every real orthogonal mixing of the
three magnetisation components at fixed charge matrix. -/
theorem exchangeEnergy_mix (K : Matrix n n ℂ →ₗ[ℂ] Matrix n n ℂ)
    (T : Matrix n n ℂ) (M : Fin 3 → Matrix n n ℂ)
    (R : Matrix (Fin 3) (Fin 3) ℝ) (hR : Rᵀ * R = 1) :
    exchangeEnergy K (spinBlocks T (mix R M)) = exchangeEnergy K (spinBlocks T M) := by
  -- orthonormality of the columns of R, read in the complex numbers
  have hcol : ∀ j l, ∑ k, (R k j : ℂ) * (R k l : ℂ) = if j = l then 1 else 0 := by
    intro j l
    have h := congrFun (congrFun hR j) l
    simp only [Matrix.mul_apply, Matrix.transpose_apply, Matrix.one_apply] at h
    split_ifs at h ⊢ <;> exact_mod_cast h
  have hsum : ∑ k, trace (mix R M k * K (mix R M k)) = ∑ k, trace (M k * K (M k)) := by
    calc ∑ k, trace (mix R M k * K (mix R M k))
        = ∑ k, ∑ j, ∑ l, (R k j : ℂ) * (R k l : ℂ) * trace (M j * K (M l)) :=
          Finset.sum_congr rfl fun k _ =>
            trace_exchange_combination K M (fun j => (R k j : ℂ))
      _ = ∑ j, ∑ l, (∑ k, (R k j : ℂ) * (R k l : ℂ)) * trace (M j * K (M l)) := by
          simp only [Fin.sum_univ_three]
          ring
      _ = ∑ k, trace (M k * K (M k)) := by
          simp only [hcol]
          simp
  rw [exchangeEnergy_spinBlocks, exchangeEnergy_spinBlocks, hsum]

/-- Converse: if the exchange form is non-zero on some Hermitian matrix, a real mixing of the
magnetisation that preserves the exchange energy of all Hermitian data is orthogonal. -/
theorem orthogonal_of_exchangeEnergy_mix (K : Matrix n n ℂ →ₗ[ℂ] Matrix n n ℂ)
    (A : Matrix n n ℂ) (hA : A.IsHermitian) (hK : trace (A * K A) ≠ 0)
    (R : Matrix (Fin 3) (Fin 3) ℝ)
    (hinv : ∀ (T : Matrix n n ℂ) (M : Fin 3 → Matrix n n ℂ), T.IsHermitian →
      (∀ k, (M k).IsHermitian) →
      exchangeEnergy K (spinBlocks T (mix R M)) = exchangeEnergy K (spinBlocks T M)) :
    Rᵀ * R = 1 := by
  -- test on magnetisations v k • A: the mixing must preserve the length of v
  have hv : ∀ v : Fin 3 → ℝ,
      (R 0 0 * v 0 + R 0 1 * v 1 + R 0 2 * v 2) ^ 2
        + (R 1 0 * v 0 + R 1 1 * v 1 + R 1 2 * v 2) ^ 2
        + (R 2 0 * v 0 + R 2 1 * v 1 + R 2 2 * v 2) ^ 2
      = v 0 ^ 2 + v 1 ^ 2 + v 2 ^ 2 := by
    intro v
    have h := hinv 0 (fun k => (v k : ℂ) • A) Matrix.isHermitian_zero (fun k => by
      rw [Matrix.IsHermitian, Matrix.conjTranspose_smul, hA.eq]
      simp)
    rw [exchangeEnergy_spinBlocks, exchangeEnergy_spinBlocks] at h
    simp only [mix, Fin.sum_univ_three, map_smul, map_add, Matrix.smul_mul,
      Matrix.mul_smul, Matrix.add_mul, Matrix.mul_add, trace_add, trace_smul, smul_eq_mul,
      Matrix.zero_mul, trace_zero] at h
    have hc : ((R 0 0 : ℂ) * v 0 + R 0 1 * v 1 + R 0 2 * v 2) ^ 2
        + ((R 1 0 : ℂ) * v 0 + R 1 1 * v 1 + R 1 2 * v 2) ^ 2
        + ((R 2 0 : ℂ) * v 0 + R 2 1 * v 1 + R 2 2 * v 2) ^ 2
        = (v 0 : ℂ) ^ 2 + (v 1 : ℂ) ^ 2 + (v 2 : ℂ) ^ 2 := by
      apply mul_left_cancel₀ hK
      linear_combination (-4) * h
    exact_mod_cast hc
  have h1 := hv ![1, 0, 0]
  have h2 := hv ![0, 1, 0]
  have h3 := hv ![0, 0, 1]
  have h4 := hv ![1, 1, 0]
  have h5 := hv ![1, 0, 1]
  have h6 := hv ![0, 1, 1]
  simp only [Matrix.cons_val] at h1 h2 h3 h4 h5 h6
  -- unit vectors give the norms of the columns, their sums give the overlaps
  ext i j
  fin_cases i <;> fin_cases j <;>
    simp [Matrix.mul_apply, Fin.sum_univ_three] <;> linarith

/-- For a magnetisation along one fixed unit direction `u`, the exchange energy is the sum of
the same-spin exchange energies of the spin-up and spin-down densities `Da` and `Db`. -/
theorem exchangeEnergy_collinear (K : Matrix n n ℂ →ₗ[ℂ] Matrix n n ℂ)
    (Da Db : Matrix n n ℂ) (u : Fin 3 → ℝ) (hu : u 0 ^ 2 + u 1 ^ 2 + u 2 ^ 2 = 1) :
    exchangeEnergy K (spinBlocks (Da + Db) (fun k => (u k : ℂ) • (Da - Db)))
      = -(1 / 2) * (trace (Da * K Da) + trace (Db * K Db)) := by
  have hc : (u 0 : ℂ) ^ 2 + (u 1 : ℂ) ^ 2 + (u 2 : ℂ) ^ 2 = 1 := by exact_mod_cast hu
  rw [exchangeEnergy_spinBlocks]
  simp only [Fin.sum_univ_three, map_smul, map_add, map_sub, Matrix.smul_mul,
    Matrix.mul_smul, Matrix.add_mul, Matrix.mul_add, Matrix.sub_mul, Matrix.mul_sub,
    trace_add, trace_sub, trace_smul, smul_eq_mul]
  linear_combination (-(1 / 4) * (trace (Da * K Da) - trace (Da * K Db)
    - trace (Db * K Da) + trace (Db * K Db))) * hc

end

end NoncollinearExchange
```

```lean
#print axioms NoncollinearExchange.spinBlocks_of_blocks
#print axioms NoncollinearExchange.exchangeEnergy_mix
#print axioms NoncollinearExchange.orthogonal_of_exchangeEnergy_mix
#print axioms NoncollinearExchange.exchangeEnergy_collinear
```

```
'NoncollinearExchange.spinBlocks_of_blocks' depends on axioms: [propext, Classical.choice, Quot.sound]
'NoncollinearExchange.exchangeEnergy_mix' depends on axioms: [propext, Classical.choice, Quot.sound]
'NoncollinearExchange.orthogonal_of_exchangeEnergy_mix' depends on axioms: [propext, Classical.choice, Quot.sound]
'NoncollinearExchange.exchangeEnergy_collinear' depends on axioms: [propext, Classical.choice, Quot.sound]
```

## Spin blocks, charge and magnetisation

In generalised Hartree-Fock theory each spin orbital may have both an up and a down component, so the one-particle density matrix has four spatial blocks $D_{\sigma\tau}$. The spin indices take the values 0 (up) and 1 (down), and the type `n` labels the spatial basis functions. `spinBlocks T M` is the array

$$
D=\frac12\begin{pmatrix} T+M_2 & M_0-iM_1\\ M_0+iM_1 & T-M_2\end{pmatrix},
$$

where $M_0,M_1,M_2$ are the $x$, $y$ and $z$ components. This fixes the usual Pauli-matrix convention, with the factor $\tfrac12$ in the blocks and none in $T$ or $M_k$.

The theorem `spinBlocks_of_blocks` shows that every array of four blocks has this form, with

$$
T=D_{00}+D_{11},\quad M_0=D_{01}+D_{10},\quad M_1=i(D_{01}-D_{10}),\quad M_2=D_{00}-D_{11}.
$$

For example, $\tfrac12(M_0-iM_1)=\tfrac12(D_{01}+D_{10}+D_{01}-D_{10})=D_{01}$. The proof checks the four blocks in this way, using $i^2=-1$ for the two spin-flip blocks.

`exchangeEnergy K D` is

$$
E=-\frac12\sum_{\sigma,\tau}\mathrm{tr}\big(D_{\sigma\tau}K(D_{\tau\sigma})\big).
$$

The map $K$ stands for the contraction of a density with two-electron integrals, $K(X)_{\mu\nu}=\sum_{\lambda\kappa}(\mu\lambda|\kappa\nu)X_{\lambda\kappa}$ in charge-density notation. Apart from a non-vanishing condition in the converse below, the theorems use only that it is complex-linear and that the same $K$ acts on every spin block, which reflects a spin-independent interaction. They do not need the symmetry $\mathrm{tr}(XK(Y))=\mathrm{tr}(K(X)Y)$, although Coulomb exchange has it.

The energy formula and the invariance hold for arbitrary complex matrices $T$ and $M_k$. Hermiticity, electron number and idempotency are not imposed, and $E$ is accordingly a complex number in Lean.

## Why the components decouple

Write $B(X,Y)=\mathrm{tr}(XK(Y))$. This form is complex-linear in both arguments. The two same-spin blocks contribute

$$
\tfrac14\big[B(T+M_2,T+M_2)+B(T-M_2,T-M_2)\big]=\tfrac12\big[B(T,T)+B(M_2,M_2)\big],
$$

because the mixed terms occur once with each sign. The first spin-flip product is

$$
B(D_{01},D_{10})=\tfrac14\big[B(M_0,M_0)+iB(M_0,M_1)-iB(M_1,M_0)+B(M_1,M_1)\big].
$$

The product $B(D_{10},D_{01})$ has the same outer terms and the opposite signs on the two mixed terms. Their sum is therefore $\tfrac12[B(M_0,M_0)+B(M_1,M_1)]$, whether or not $B$ is symmetric. Adding everything and multiplying by $-\tfrac12$ gives

$$
E=-\tfrac14\Big[B(T,T)+\sum_k B(M_k,M_k)\Big].
$$

This is `exchangeEnergy_spinBlocks`. Its `simp only` step expands the traces by linearity, and `linear_combination` closes the remaining algebra with $i^2=-1$, multiplied by the $M_1$ term.

Complex linearity matters here. Take $1\times1$ matrices and replace $K$ by complex conjugation, which is only real-linear. For real numbers $T,M_0,M_1,M_2$ the spin sum then gives

$$
E=-\tfrac14\big(T^2+M_0^2-M_1^2+M_2^2\big).
$$

With $T=1$ and a magnetisation of length 1, the density is that of one electron in a single spatial orbital. Turning the magnetisation $(1,0,0)$ into $(0,1,0)$ then changes the energy from $-\tfrac12$ to $0$, so both the formula and the invariance fail.

## Invariance under orthogonal mixing

`mix R M` has components $M'_k=\sum_j R_{kj}M_j$. By bilinearity, which `trace_exchange_combination` records for a general linear combination,

$$
\sum_k B(M'_k,M'_k)=\sum_{j,l}\Big(\sum_k R_{kj}R_{kl}\Big)B(M_j,M_l).
$$

The hypothesis $R^{\mathsf T}R=1$ says that the inner sum is 1 for $j=l$ and 0 otherwise, so the right-hand side is $\sum_jB(M_j,M_j)$. The charge term has not changed, and neither has $E$.

The proof of `exchangeEnergy_mix` follows these lines. `hcol` carries the orthonormality of the columns from real to complex numbers, the `calc` block expands and reorders the sums, and the final rewrite inserts the result into the energy formula.

For a generalised Hartree-Fock program with a spin-independent interaction in a finite basis, this gives a consistency check: applying one common rotation matrix to the three magnetisation matrices of a density must leave its exchange energy unchanged.

The theorem also admits $\det R=-1$. Such a mixing is an algebraic symmetry of this energy expression, but it need not turn the density matrix of a determinant into that of another determinant. Reversing $M_1$ alone, for instance, transposes the spin indices only, which can destroy positivity.

The proper rotations, with $\det R=1$, are exactly the mixings produced by a spin rotation $U\in SU(2)$ acting on the full density matrix, $D\mapsto(U\otimes1)D(U\otimes1)^\dagger$. They therefore preserve positivity and, in an orthonormal basis, idempotency. This correspondence between $SU(2)$ and $SO(3)$ is not part of the Lean code.

## Which real mixings preserve the energy

`orthogonal_of_exchangeEnergy_mix` gives a converse. Suppose that $B(A,A)\ne0$ for some Hermitian $A$, and that a real matrix $R$ preserves the energy for all Hermitian $T$ and $M_k$. Then $R^{\mathsf T}R=1$.

To see this, take $T=0$ and $M_k=v_kA$ with a real vector $v$. The mixed components are $(Rv)_kA$, so equality of the energies reads

$$
-\tfrac14|Rv|^2B(A,A)=-\tfrac14|v|^2B(A,A).
$$

Cancelling the non-zero factor gives $|Rv|=|v|$. If $v$ is a coordinate unit vector, this says that a column of $R$ has length 1. If $v$ is the sum of two different coordinate unit vectors, it says that $2+2\,r_j\cdot r_l=2$ for the columns $r_j,r_l$, and hence $r_j\cdot r_l=0$.

In Lean, `hv` is the statement about lengths, obtained by cancelling with `hK`. The facts `h1` to `h3` are the three column norms, `h4` to `h6` concern the three pairs, and `linarith` assembles the entries of $R^{\mathsf T}R$.

The condition on $A$ excludes a vanishing exchange form. For $K=0$ every energy is zero, so even $R=0$ preserves it.

## The collinear case

If the magnetisation points along one fixed unit direction $u$, the density is described by a spin-up matrix $D_a$ and a spin-down matrix $D_b$ relative to that axis, with $T=D_a+D_b$ and $M_k=u_k(D_a-D_b)$. Since $\sum_ku_k^2=1$,

$$
\begin{aligned}
E&=-\tfrac14\big[B(D_a+D_b,D_a+D_b)+B(D_a-D_b,D_a-D_b)\big]\\
&=-\tfrac12\big[B(D_a,D_a)+B(D_b,D_b)\big].
\end{aligned}
$$

This is the exchange energy of unrestricted Hartree-Fock theory, in which only electrons of equal spin exchange, and it does not depend on $u$. In `exchangeEnergy_collinear` the traces are expanded as before, and `linear_combination` uses the unit-length condition `hc`, multiplied by the expanded form of $-\tfrac14B(D_a-D_b,D_a-D_b)$.
